# At some drive strength $0<K<4$, a sinusoidally driven nearest-neighbour band returns every state after one period

Q: You put the field into the band as a shift of quasimomentum, and you treat a state as one amplitude for each $k$. Is that still an electron on a chain?

A: Yes: a non-interacting electron in one band, under a spatially uniform field. With $\hbar=1$, unit lattice spacing, hopping $J$ and angular frequency $\omega$, the energy is
$$E_k(t)=-2J\cos(k+K\sin\omega t).$$
The dimensionless $K$ is the amplitude of the vector potential multiplied by the size of the charge, that is, the force amplitude divided by $\omega$. Described by a vector potential, a uniform field leaves the Hamiltonian symmetric under lattice translations, so different $k$ do not mix.

```lean
import Mathlib

open Real

namespace DynamicalLocalisation

noncomputable section

/-- Energy at quasimomentum `k` and time `t` of a nearest-neighbour band with hopping `J`,
driven sinusoidally with strength `K` and angular frequency `ω`. -/
def bandEnergy (J K ω k t : ℝ) : ℝ := -2 * J * Real.cos (k + K * Real.sin (ω * t))
```

Q: What counts as a state?

A: Any family $\psi(k,t)$ with $i\,\partial_t\psi=E_k(t)\,\psi$ at all real $k$ and $t$. `HasDerivAt` expresses the time derivative. Neither normalisation nor periodicity in $k$ is required, so normalised wave packets are special cases.

```lean
/-- The Bloch amplitudes `ψ k t` obey the Schrödinger equation of the driven band (`ħ = 1`). -/
def IsBlochEvolution (J K ω : ℝ) (ψ : ℝ → ℝ → ℂ) : Prop :=
  ∀ k t, HasDerivAt (ψ k) (-Complex.I * (bandEnergy J K ω k t : ℂ) * ψ k t) t
```

Q: Which quantities decide whether it returns?

A: The accumulated phase $\varphi_k(t)=\int_0^t E_k(\tau)\,d\tau$, and the cycle average $F(K)=\frac1{2\pi}\int_0^{2\pi}\cos(K\sin s)\,ds$, called `hoppingFactor`.

```lean
/-- Time integral of the band energy from `0` to `t` at quasimomentum `k`. -/
def phase (J K ω k t : ℝ) : ℝ := ∫ τ in (0 : ℝ)..t, bandEnergy J K ω k τ

/-- Average of `cos (K sin s)` over one cycle of the drive. -/
def hoppingFactor (K : ℝ) : ℝ :=
  (∫ s in (0 : ℝ)..(2 * π), Real.cos (K * Real.sin s)) / (2 * π)
```

Q: Why should one number $F(K)$ serve every $k$?

A: Expand
$$\cos(k+K\sin s)=\cos k\cos(K\sin s)-\sin k\sin(K\sin s).$$
Under $s\to2\pi-s$ the integral of $\sin(K\sin s)$ changes sign, so it is zero (`hodd`). What remains is $2\pi F(K)\cos k$.

```lean
/-- The integral of `cos (k + K sin s)` over one cycle is `cos k` multiplied by `2π` times the
hopping factor. -/
theorem integral_driven_cos (K k : ℝ) :
    ∫ s in (0 : ℝ)..(2 * π), Real.cos (k + K * Real.sin s)
      = 2 * π * hoppingFactor K * Real.cos k := by
  -- the sine part is odd under reflection of the cycle
  have hodd : ∫ s in (0 : ℝ)..(2 * π), Real.sin (K * Real.sin s) = 0 := by
    have h := intervalIntegral.integral_comp_sub_left (a := 0) (b := 2 * π)
      (fun s => Real.sin (K * Real.sin s)) (2 * π)
    simp only [sub_self, sub_zero, Real.sin_two_pi_sub, mul_neg, Real.sin_neg,
      intervalIntegral.integral_neg] at h
    linarith
  have hpi : (2 * π) ≠ 0 := by positivity
  simp_rw [Real.cos_add]
  rw [intervalIntegral.integral_sub
      (Continuous.intervalIntegrable (by fun_prop) _ _)
      (Continuous.intervalIntegrable (by fun_prop) _ _),
    intervalIntegral.integral_const_mul, intervalIntegral.integral_const_mul, hodd,
    hoppingFactor, mul_div_cancel₀ _ hpi]
  ring
```

Q: Do solutions exist for any initial state?

A: Yes. Since $\dot\varphi_k=E_k$, differentiating $e^{-i\varphi_k(t)}\psi_0(k)$ gives the Schrödinger equation for arbitrary $\psi_0$.

```lean
/-- The accumulated phase grows at a rate given by the instantaneous band energy. -/
theorem hasDerivAt_phase (J K ω k t : ℝ) :
    HasDerivAt (phase J K ω k) (bandEnergy J K ω k t) t := by
  have hc : Continuous (bandEnergy J K ω k) := by
    unfold bandEnergy
    fun_prop
  exact (hc.integral_hasStrictDerivAt 0 t).hasDerivAt

/-- Any initial Bloch amplitudes `ψ₀`, multiplied by the accumulated phase factor, solve the
Schrödinger equation of the driven band. -/
theorem isBlochEvolution_phase (J K ω : ℝ) (ψ₀ : ℝ → ℂ) :
    IsBlochEvolution J K ω
      (fun k t => Complex.exp (-Complex.I * (phase J K ω k t : ℂ)) * ψ₀ k) := by
  intro k t
  have h := ((hasDerivAt_phase J K ω k t).ofReal_comp.const_mul (-Complex.I)).cexp
  exact (h.mul_const (ψ₀ k)).congr_deriv (by beta_reduce; ring)
```

Q: Could another solution behave differently?

A: No. For any solution,
$$\partial_t\big(e^{i\varphi_k}\psi\big)=iE_ke^{i\varphi_k}\psi-iE_ke^{i\varphi_k}\psi=0,$$
which is `hg`. As $\varphi_k(0)=0$, we get $\psi(k,t)=e^{-i\varphi_k(t)}\psi(k,0)$. Let $\omega T=2\pi$ and substitute $s=\omega t$ (`hφ`):
$$\varphi_k(T)=-\frac{2J}{\omega}\,2\pi F(K)\cos k=-2JT\,F(K)\cos k.$$
This is the phase of a static band with hopping $JF(K)$.

```lean
/-- After one period each Bloch amplitude has evolved as in a static band whose hopping is
`J` times the hopping factor. -/
theorem one_period {J K ω T : ℝ} (hT : ω * T = 2 * π) {ψ : ℝ → ℝ → ℂ}
    (hψ : IsBlochEvolution J K ω ψ) (k : ℝ) :
    ψ k T = Complex.exp (-Complex.I *
      ((T * (-2 * (J * hoppingFactor K) * Real.cos k) : ℝ) : ℂ)) * ψ k 0 := by
  -- the phase accumulated in one period
  have hω : ω ≠ 0 := by
    intro h
    rw [h, zero_mul] at hT
    linarith [Real.pi_pos]
  have hφ : phase J K ω k T = T * (-2 * (J * hoppingFactor K) * Real.cos k) := by
    have h : ω * ∫ t in (0 : ℝ)..T, Real.cos (k + K * Real.sin (ω * t))
        = ∫ s in (ω * 0)..(ω * T), Real.cos (k + K * Real.sin s) :=
      intervalIntegral.mul_integral_comp_mul_left
        (f := fun s => Real.cos (k + K * Real.sin s)) (a := 0) (b := T) (c := ω)
    rw [mul_zero, hT, integral_driven_cos] at h
    unfold phase bandEnergy
    rw [intervalIntegral.integral_const_mul]
    apply mul_left_cancel₀ hω
    linear_combination (-2 * J) * h + 2 * J * hoppingFactor K * Real.cos k * hT
  -- undoing the phase leaves a constant amplitude
  have hg : ∀ t, HasDerivAt
      (fun t => Complex.exp (Complex.I * (phase J K ω k t : ℂ)) * ψ k t) 0 t := by
    intro t
    have h := ((hasDerivAt_phase J K ω k t).ofReal_comp.const_mul Complex.I).cexp
    exact (h.fun_mul (hψ k t)).congr_deriv (by ring)
  have hc : Complex.exp (Complex.I * (phase J K ω k T : ℂ)) * ψ k T
      = Complex.exp (Complex.I * (phase J K ω k 0 : ℂ)) * ψ k 0 :=
    is_const_of_deriv_eq_zero (fun t => (hg t).differentiableAt) (fun t => (hg t).deriv) T 0
  have h0 : phase J K ω k 0 = 0 := by simp [phase]
  rw [← hφ]
  calc ψ k T = Complex.exp (-Complex.I * (phase J K ω k T : ℂ)) *
        (Complex.exp (Complex.I * (phase J K ω k T : ℂ)) * ψ k T) := by
        rw [← mul_assoc, ← Complex.exp_add]
        simp
    _ = _ := by
        rw [hc, h0]
        simp
```

Q: Does the condition $\omega T=2\pi$ matter?

A: Without it, take $\omega=0$, $J=1$, $T=\pi/2$. The drive is off, and the amplitude at $k=0$ is multiplied by $e^{2iT}=-1$, whatever $K$ is, while the amplitude at $k=\pi/2$, where the energy is zero, is unchanged. The sign is therefore a relative phase, and a superposition of the two does not return even up to a global phase.

With it, all states return for all $J$ exactly when $F(K)=0$. If $F(K)\neq0$, choose $J=1/(TF(K))$: then $\varphi_0(T)=-2$, and the factor $e^{2i}$ is not 1. Since $\varphi_{\pi/2}(T)=0$, this too is a relative phase.

```lean
/-- Every state returns after one period, whatever the hopping, exactly when the hopping
factor vanishes. -/
theorem all_return_iff {K ω T : ℝ} (hT : ω * T = 2 * π) :
    (∀ J ψ, IsBlochEvolution J K ω ψ → ∀ k, ψ k T = ψ k 0) ↔ hoppingFactor K = 0 := by
  constructor
  · intro h
    by_contra hF
    have hT0 : T ≠ 0 := by
      intro h0
      rw [h0, mul_zero] at hT
      linarith [Real.pi_pos]
    -- choose the hopping so that the amplitude at `k = 0` acquires the phase two
    obtain ⟨J, hJ⟩ : ∃ J, J = 1 / (T * hoppingFactor K) := ⟨_, rfl⟩
    have hsol := isBlochEvolution_phase J K ω (fun _ => 1)
    have h1 := one_period hT hsol 0
    have hx : T * (-2 * (J * hoppingFactor K) * Real.cos 0) = -2 := by
      rw [Real.cos_zero, hJ]
      field_simp
    have h3 : phase J K ω 0 0 = 0 := by simp [phase]
    rw [h _ _ hsol] at h1
    rw [hx] at h1
    simp only [h3, Complex.ofReal_zero, mul_zero, Complex.exp_zero, mul_one] at h1
    have key : ∀ x : ℝ, Complex.exp (-Complex.I * (x : ℂ)) = 1 → Real.cos x = 1 := by
      intro x hx
      have := congrArg Complex.re hx
      simpa [Complex.exp_re] using this
    have hz := (Real.cos_eq_one_iff_of_lt_of_lt (by linarith [Real.pi_gt_three])
      (by linarith [Real.pi_gt_three])).mp (key (-2) h1.symm)
    norm_num at hz
  · intro hF J ψ hψ k
    rw [one_period hT hψ k, hF]
    simp
```

Q: So you need a zero of $F$. Do you look it up as a Bessel zero?

A: $F$ is the Bessel function $J_0$, but the proof uses only the value $F(0)=1$, the continuity of $F$ and an upper bound on $\cos x$ for $x^2\le8$. Put $y=|x|/2$. The derivative of $\sin y-y+y^3/6$ is $\cos y-1+y^2/2\ge0$, so $\sin y\ge y-y^3/6$. The right side is non-negative because $y^2\le2$, so we may square:
$$\cos x=1-2\sin^2y\le1-2y^2+\tfrac23y^4-\tfrac1{18}y^6\le1-\tfrac{x^2}{2}+\tfrac{x^4}{24}.$$

```lean
/-- Quartic upper bound on the cosine for arguments with `x ^ 2 ≤ 8`. -/
theorem cos_le_quartic {x : ℝ} (hx : x ^ 2 ≤ 8) :
    Real.cos x ≤ 1 - x ^ 2 / 2 + x ^ 4 / 24 := by
  have hd : ∀ y : ℝ, HasDerivAt (fun y : ℝ => Real.sin y - y + y ^ 3 / 6)
      (Real.cos y - 1 + y ^ 2 / 2) y := fun y =>
    (((Real.hasDerivAt_sin y).fun_sub (hasDerivAt_id' y)).fun_add
      ((hasDerivAt_pow 3 y).div_const 6)).congr_deriv (by norm_num; ring)
  have hm : Monotone (fun y : ℝ => Real.sin y - y + y ^ 3 / 6) :=
    monotone_of_deriv_nonneg (fun y => (hd y).differentiableAt) (fun y => by
      rw [(hd y).deriv]
      linarith [Real.one_sub_sq_div_two_le_cos (x := y)])
  -- pass to the half angle
  obtain ⟨y, hy⟩ : ∃ y, y = |x| / 2 := ⟨_, rfl⟩
  have hy0 : 0 ≤ y := by rw [hy]; positivity
  have hx2 : x ^ 2 = 4 * y ^ 2 := by
    rw [hy, div_pow, sq_abs]
    ring
  have hx4 : x ^ 4 = 16 * y ^ 4 := by
    calc x ^ 4 = (x ^ 2) ^ 2 := by ring
      _ = 16 * y ^ 4 := by rw [hx2]; ring
  have hs : y - y ^ 3 / 6 ≤ Real.sin y := by
    have h := hm hy0
    norm_num at h
    linarith
  have hn : 0 ≤ y - y ^ 3 / 6 := by
    have h : 0 ≤ y * (1 - y ^ 2 / 6) := mul_nonneg hy0 (by linarith)
    linarith
  have hsq := pow_le_pow_left₀ hn hs 2
  have hcos : Real.cos x = 1 - 2 * Real.sin y ^ 2 := by
    rw [← Real.cos_abs x, show |x| = 2 * y by rw [hy]; ring, Real.cos_two_mul]
    linarith [Real.sin_sq_add_cos_sq y]
  rw [hcos, hx2, hx4]
  nlinarith [sq_nonneg (y ^ 3)]
```

Q: Why stop at $x^2=8$?

A: Set $x=K\sin s$. The averages of $\sin^2s$ and $\sin^4s$ are $\frac12$ and $\frac38$, so the bound averages to $1-\frac{K^2}{4}+\frac{K^4}{64}=(1-\frac{K^2}{8})^2$, which is zero at $K=\sqrt8$. Lean integrates this case with an explicit antiderivative (`hint`). Thus $F(\sqrt8)\le0$, while $F(0)=1$. Continuity and the intermediate value theorem give a zero in $(0,\sqrt8]$.

```lean
/-- The hopping factor vanishes at some positive drive strength not exceeding `√8`. -/
theorem exists_hoppingFactor_zero : ∃ K, 0 < K ∧ K ≤ √8 ∧ hoppingFactor K = 0 := by
  have hcont : Continuous hoppingFactor := by
    have h : Continuous fun K : ℝ => ∫ s in (0 : ℝ)..(2 * π), Real.cos (K * Real.sin s) := by
      apply intervalIntegral.continuous_parametric_intervalIntegral_of_continuous'
      change Continuous fun p : ℝ × ℝ => Real.cos (p.1 * Real.sin p.2)
      fun_prop
    exact h.div_const _
  have h0 : hoppingFactor 0 = 1 := by
    have h : ∫ s in (0 : ℝ)..(2 * π), Real.cos (0 * Real.sin s) = 2 * π := by simp
    rw [hoppingFactor, h, div_self (by positivity)]
  -- at `√8` the quartic bound integrates to exactly zero
  have hint : ∫ s in (0 : ℝ)..(2 * π),
      (1 - 4 * Real.sin s ^ 2 + 8 / 3 * Real.sin s ^ 4) = 0 := by
    have hd : ∀ s : ℝ, HasDerivAt
        (fun s => Real.sin s * Real.cos s * (1 - 2 / 3 * (Real.sin s * Real.sin s)))
        (1 - 4 * Real.sin s ^ 2 + 8 / 3 * Real.sin s ^ 4) s := fun s =>
      (((Real.hasDerivAt_sin s).fun_mul (Real.hasDerivAt_cos s)).fun_mul
        ((((Real.hasDerivAt_sin s).fun_mul (Real.hasDerivAt_sin s)).const_mul
          (2 / 3)).const_sub 1)).congr_deriv (by
        linear_combination (1 - 2 * Real.sin s ^ 2) * Real.sin_sq_add_cos_sq s)
    rw [intervalIntegral.integral_eq_sub_of_hasDerivAt (fun s _ => hd s)
      (Continuous.intervalIntegrable (by fun_prop) _ _)]
    simp
  have h8 : hoppingFactor √8 ≤ 0 := by
    apply div_nonpos_of_nonpos_of_nonneg _ (by positivity)
    refine le_trans ?_ hint.le
    refine intervalIntegral.integral_mono_on (by positivity)
      (Continuous.intervalIntegrable (by fun_prop) _ _)
      (Continuous.intervalIntegrable (by fun_prop) _ _) ?_
    intro s _
    have e2 : (√8 * Real.sin s) ^ 2 = 8 * Real.sin s ^ 2 := by
      rw [mul_pow, Real.sq_sqrt (by norm_num)]
    have e4 : (√8 * Real.sin s) ^ 4 = 64 * Real.sin s ^ 4 := by
      calc (√8 * Real.sin s) ^ 4 = ((√8 * Real.sin s) ^ 2) ^ 2 := by ring
        _ = 64 * Real.sin s ^ 4 := by rw [e2]; ring
    have h := cos_le_quartic (x := √8 * Real.sin s) (by
      rw [e2]
      linarith [Real.sin_sq_le_one s])
    rw [e2, e4] at h
    linarith
  obtain ⟨K, ⟨hK0, hK8⟩, hK⟩ := intermediate_value_Icc' (Real.sqrt_nonneg 8)
    hcont.continuousOn ⟨h8, by rw [h0]; exact zero_le_one⟩
  refine ⟨K, lt_of_le_of_ne hK0 ?_, hK8, hK⟩
  rintro rfl
  rw [h0] at hK
  exact one_ne_zero hK
```

Q: Roughly where is it?

A: Averaging over the eight points $s=0,\frac{\pi}{4},\dots,\frac{7\pi}{4}$ gives $F(K)\approx\frac14[1+\cos K+2\cos(K/\sqrt2)]$. This is $0.0027$ at $K=2.4$ and $-0.0481$ at $K=2.5$, which suggests a zero just above $2.4$.

Q: What does the final theorem then promise?

A: Since $\sqrt8<4$, there is one $K$, fixed before $J$, $\omega$, $T$, $k$ and $\psi$, for which the cycle integral vanishes and, whenever $\omega T=2\pi$, $\psi(k,T)=\psi(k,0)$. It gives no value for $K$ and no limit on spreading within the cycle. For this non-interacting, single-band model, the return offers a check on a time-propagation code: at such a $K$ the exact final state equals the initial one, so a computed difference comes from a mistake in the code, its approximations or rounding, including that of $K$.

```lean
/-- Dynamical localisation: at some drive strength `0 < K < 4` the cycle integral of the band
vanishes for every `k`, and every state returns after one period, for any hopping and
frequency. -/
theorem dynamical_localisation :
    ∃ K : ℝ, 0 < K ∧ K < 4 ∧
      (∀ k : ℝ, ∫ s in (0 : ℝ)..(2 * π), Real.cos (k + K * Real.sin s) = 0) ∧
      ∀ J ω T : ℝ, ω * T = 2 * π →
        ∀ ψ, IsBlochEvolution J K ω ψ → ∀ k, ψ k T = ψ k 0 := by
  obtain ⟨K, h0, h8, hK⟩ := exists_hoppingFactor_zero
  have h4 : √8 < 4 := (Real.sqrt_lt' (by norm_num)).mpr (by norm_num)
  refine ⟨K, h0, lt_of_le_of_lt h8 h4, fun k => ?_, fun J ω T hT ψ hψ k => ?_⟩
  · rw [integral_driven_cos, hK]
    ring
  · rw [one_period hT hψ k, hK]
    simp

end

end DynamicalLocalisation
```

```lean
#print axioms DynamicalLocalisation.all_return_iff
#print axioms DynamicalLocalisation.dynamical_localisation
```

```
'DynamicalLocalisation.all_return_iff' depends on axioms: [propext, Classical.choice, Quot.sound]
'DynamicalLocalisation.dynamical_localisation' depends on axioms: [propext, Classical.choice, Quot.sound]
```
